# Mean and variance of a nonlocal potential's energy over orbital signs at fixed density

**Q:** Suppose I keep only the density of a real orbital and evaluate a nonlocal pseudopotential from it. Orbitals with equal densities then get equal energies, though their true energies may differ. How widely do those energies spread if the orbital's signs are chosen at random?

**A:** Take a real symmetric matrix V on finitely many sites, real amplitudes a_j and density n_j = a_j². Give each amplitude an independent fair sign s_j = ±1. The density stays put, while the energy is

E(s) = ∑_j ∑_k V_jk s_j a_j s_k a_k.

Since s_j² = 1, the terms with j = k sum to D = ∑_j V_jj n_j. Write C_jk = V_jk a_j a_k for j ≠ k, and C_jj = 0. Then

E(s) = D + ∑_{j,k} C_jk s_j s_k.

For j ≠ k, reversing s_j alone changes the sign of s_j s_k, so its average ⟨s_j s_k⟩ is zero and ⟨E⟩ = D. The variance is

⟨(E − D)²⟩ = ∑_{j,k} ∑_{l,m} C_jk C_lm ⟨s_j s_k s_l s_m⟩.

With j ≠ k, the last average is 1 if (l,m) is (j,k) or (k,j). Otherwise s_j or s_k is left unpaired, and the average is 0. Since C_kj = C_jk,

⟨(E − D)²⟩ = ∑_{j,k} C_jk (C_jk + C_kj) = 2 ∑_{j≠k} V_jk² n_j n_k.

**Q:** Try it on numbers.

**A:** Two sites, V_11 = 1, V_22 = 3, V_12 = V_21 = 1, and a normalised orbital with n_1 = n_2 = 1/2. Equal signs give E = 3, opposite signs E = 1. The mean is 2 and the variance 1. The formula agrees:

2 (1/4 + 1/4) = 1.

The likely error is to match (j,k) only with itself and forget (k,j), which gives 1/2. Reading the final sum as one over unordered pairs loses the same factor.

**Q:** Now the formal version. What are the sites and signs?

**A:** The type `ι` labels grid points or basis sites. A sign choice is a function into `ℤˣ`, the invertible integers, which are exactly ±1; `sgn` converts them to real numbers.

```lean
import Mathlib

namespace NonlocalSignAverage

noncomputable section

variable {ι : Type*}

/-- The sign `+1` or `-1` at site `j`, as a real number. -/
def sgn (s : ι → ℤˣ) (j : ι) : ℝ := ((s j : ℤ) : ℝ)

/-- The orbital with amplitudes `s_j a_j`. -/
def signed (s : ι → ℤˣ) (a : ι → ℝ) : ι → ℝ := fun j => sgn s j * a j

/-- The density `n_j = a_j ^ 2` of a real orbital. -/
def density (a : ι → ℝ) : ι → ℝ := fun j => a j ^ 2

/-- Every sign squares to one. -/
theorem sgn_mul_self (s : ι → ℤˣ) (j : ι) : sgn s j * sgn s j = 1 := by
  rcases Int.units_eq_one_or (s j) with h | h <;> simp [sgn, h]
```

**Q:** Is the randomness real, or is the variance formula hidden in a definition?

**A:** The average is a plain sum over all sign functions divided by their number, which is the same as independent fair signs. The variance is the mean squared deviation from that average. From here on `ι` is finite. No normalisation of the orbital is assumed.

```lean
variable [Fintype ι] [DecidableEq ι]

/-- The energy `∑ V_jk a_j a_k` of a real orbital in a nonlocal potential. -/
def energy (V : Matrix ι ι ℝ) (a : ι → ℝ) : ℝ := ∑ j, ∑ k, V j k * a j * a k

/-- The uniform average over all sign choices, that is, over independent fair signs. -/
def average (f : (ι → ℤˣ) → ℝ) : ℝ := (∑ s, f s) / (Fintype.card (ι → ℤˣ) : ℝ)

/-- The mean squared deviation from the average over all sign choices. -/
def variance (f : (ι → ℤˣ) → ℝ) : ℝ := average fun s => (f s - average f) ^ 2
```

The next two definitions serve the proof: `flipAt i` reverses one sign, and `coupling` is C_jk.

```lean
/-- The sign pattern that is `-1` at site `i` and `+1` elsewhere. -/
def flipAt (i : ι) : ι → ℤˣ := fun j => if j = i then -1 else 1

/-- The coupling `V_jk a_j a_k` between two different sites, set to zero on the diagonal. -/
def coupling (V : Matrix ι ι ℝ) (a : ι → ℝ) (p : ι × ι) : ℝ :=
  if p.1 = p.2 then 0 else V p.1 p.2 * a p.1 * a p.2
```

**Q:** How does the proof take averages?

**A:** `average_linear` exchanges the finite sums, so constants and weights come out of the average. A constant is the case with no summands.

```lean
/-- The average over signs is linear and leaves an added constant unchanged. -/
theorem average_linear {κ : Type*} [Fintype κ] (c : ℝ) (w : κ → ℝ)
    (f : κ → (ι → ℤˣ) → ℝ) :
    average (fun s => c + ∑ p, w p * f p s) = c + ∑ p, w p * average (f p) := by
  have hc : (Fintype.card (ι → ℤˣ) : ℝ) ≠ 0 := Nat.cast_ne_zero.mpr Fintype.card_ne_zero
  unfold average
  rw [Finset.sum_add_distrib, Finset.sum_comm]
  simp only [← Finset.mul_sum, Finset.sum_const, Finset.card_univ, nsmul_eq_mul]
  rw [add_div, mul_div_cancel_left₀ _ hc, Finset.sum_div]
  simp only [mul_div_assoc]

/-- A constant is its own average. -/
theorem average_const (c : ℝ) : average (fun _ : ι → ℤˣ => c) = c := by
  simpa using average_linear (ι := ι) c (fun _ : Fin 0 => 0) (fun _ _ => 0)
```

The parity argument is a change of variables. Multiplying by a fixed pattern `t` permutes the sign choices, so the sum of an odd quantity equals its own negative.

```lean
/-- A quantity that changes sign under a fixed pattern of sign reversals averages to zero. -/
theorem average_eq_zero_of_odd (t : ι → ℤˣ) (f : (ι → ℤˣ) → ℝ)
    (h : ∀ s, f (t * s) = -f s) : average f = 0 := by
  -- the reversal permutes the sign choices
  have h1 : ∑ s, f (t * s) = ∑ s, f s := Equiv.sum_comp (Equiv.mulLeft t) f
  simp only [h, Finset.sum_neg_distrib] at h1
  have h2 : ∑ s, f s = 0 := by linarith
  rw [average, h2, zero_div]
```

**Q:** And the four-sign average?

**A:** `average_four` requires the sites of `p` to differ but allows any `q`. If the pairs agree up to order, `sgn_mul_self` reduces the product to 1. Otherwise the proof asks whether site k is absent from `q`. If so, it flips k; if not, j must be absent, and it flips j.

```lean
/-- For a pair `p` of two different sites and any pair `q`, the average of the product of the
four signs is one if the pairs agree up to order, and zero otherwise. -/
theorem average_four (p q : ι × ι) (hp : p.1 ≠ p.2) :
    average (fun s => (sgn s p.1 * sgn s p.2) * (sgn s q.1 * sgn s q.2)) =
      (if q = p then 1 else 0) + (if q = p.swap then 1 else 0) := by
  obtain ⟨j, k⟩ := p
  obtain ⟨l, m⟩ := q
  change j ≠ k at hp
  simp only [Prod.swap_prod_mk, Prod.mk.injEq]
  by_cases h : (l = j ∧ m = k) ∨ (l = k ∧ m = j)
  · have h1 : ∀ s : ι → ℤˣ, (sgn s j * sgn s k) * (sgn s l * sgn s m) = 1 := by
      intro s
      rcases h with ⟨h, h'⟩ | ⟨h, h'⟩ <;> rw [h, h'] <;>
        linear_combination sgn s k * sgn s k * sgn_mul_self s j + sgn_mul_self s k
    simp only [h1, average_const]
    rcases h with ⟨rfl, rfl⟩ | ⟨rfl, rfl⟩ <;> simp [hp, hp.symm]
  -- otherwise the sign at `k` or at `j` occurs exactly once
  rw [if_neg (fun h' => h (Or.inl h')), if_neg (fun h' => h (Or.inr h')), add_zero]
  by_cases hk : l ≠ k ∧ m ≠ k
  · exact average_eq_zero_of_odd (flipAt k) _
      (fun s => by simp [sgn, flipAt, hp, hk.1, hk.2])
  · have hj : l ≠ j ∧ m ≠ j := by grind
    exact average_eq_zero_of_odd (flipAt j) _
      (fun s => by simp [sgn, flipAt, hp.symm, hj.1, hj.2])
```

`energy_signed` is the split into D and couplings, checked term by term for j = k and j ≠ k.

```lean
/-- The energy is a diagonal part fixed by the density plus the couplings between different
sites, each multiplied by its two signs. -/
theorem energy_signed (V : Matrix ι ι ℝ) (a : ι → ℝ) (s : ι → ℤˣ) :
    energy V (signed s a) = ∑ j, V j j * density a j +
      ∑ p : ι × ι, coupling V a p * (sgn s p.1 * sgn s p.2) := by
  rw [Fintype.sum_prod_type, ← Finset.sum_add_distrib]
  unfold energy
  refine Finset.sum_congr rfl fun j _ => ?_
  have hd : V j j * density a j = ∑ k, if j = k then V j j * density a j else 0 := by simp
  rw [hd, ← Finset.sum_add_distrib]
  refine Finset.sum_congr rfl fun k _ => ?_
  by_cases h : j = k
  · subst h
    simp only [coupling, signed, density, ↓reduceIte]
    linear_combination (V j j * a j ^ 2) * sgn_mul_self s j
  · simp only [coupling, signed, if_neg h]
    ring
```

**Q:** Does the main theorem say what you derived?

**A:** Yes, in three parts: every sign choice has the same density, the mean is D, and the variance is the double sum. The expression `if j = k then 0 else` imposes j ≠ k, and the sum runs over ordered pairs.

In the proof, `hmean` removes the odd terms, `hsq` expands the square into a double sum over pairs, and `hpair` keeps each pair's match with itself and with its mirror image. The hypothesis `hV` enters there, as C_kj = C_jk.

**Q:** Does symmetry matter, or is it decoration?

**A:** It matters for the variance. With V_12 = 1, V_21 = −1 and a zero diagonal, every real orbital has energy zero, yet the formula gives a positive variance whenever both sites are occupied.

```lean
/-- For a real symmetric potential, all sign choices give the same density, while the energy
has mean `∑ V_jj n_j` and variance `2 ∑_{j ≠ k} V_jk ^ 2 n_j n_k`. -/
theorem energy_spread_at_fixed_density (V : Matrix ι ι ℝ) (hV : V.IsSymm) (a : ι → ℝ) :
    (∀ s, density (signed s a) = density a) ∧
    average (fun s => energy V (signed s a)) = ∑ j, V j j * density a j ∧
    variance (fun s => energy V (signed s a)) =
      2 * ∑ j, ∑ k, if j = k then 0 else V j k ^ 2 * density a j * density a k := by
  have hmean : average (fun s => energy V (signed s a)) = ∑ j, V j j * density a j := by
    simp only [energy_signed]
    rw [average_linear]
    refine add_eq_left.mpr (Finset.sum_eq_zero fun p _ => ?_)
    by_cases h : p.1 = p.2
    · simp [coupling, h]
    · have h0 : average (fun s => sgn s p.1 * sgn s p.2) = 0 :=
        average_eq_zero_of_odd (flipAt p.1) _ (fun s => by simp [sgn, flipAt, Ne.symm h])
      simp only [h0, mul_zero]
  refine ⟨fun s => ?_, hmean, ?_⟩
  · funext j
    simp only [density, signed]
    linear_combination a j ^ 2 * sgn_mul_self s j
  -- the squared deviation is a double sum over pairs of sites
  have hsq : ∀ s, (energy V (signed s a) - ∑ j, V j j * density a j) ^ 2 =
      0 + ∑ p : ι × ι, coupling V a p * (0 + ∑ q : ι × ι, coupling V a q *
        ((sgn s p.1 * sgn s p.2) * (sgn s q.1 * sgn s q.2))) := by
    intro s
    rw [energy_signed, add_sub_cancel_left, sq, Finset.sum_mul_sum, zero_add]
    refine Finset.sum_congr rfl fun p _ => ?_
    rw [zero_add, Finset.mul_sum]
    exact Finset.sum_congr rfl fun q _ => by ring
  -- each pair meets only itself and its mirror image
  have hpair : ∀ p : ι × ι, coupling V a p * (0 + ∑ q : ι × ι, coupling V a q *
      average (fun s => (sgn s p.1 * sgn s p.2) * (sgn s q.1 * sgn s q.2))) =
      2 * coupling V a p ^ 2 := by
    intro p
    by_cases h : p.1 = p.2
    · simp [coupling, h]
    have h4 := fun q => average_four p q h
    have hs : coupling V a p.swap = coupling V a p := by
      simp only [coupling, Prod.fst_swap, Prod.snd_swap, if_neg h, if_neg (Ne.symm h),
        hV.apply p.1 p.2]
      ring
    simp only [h4, mul_add, mul_ite, mul_one, mul_zero, Finset.sum_add_distrib,
      Finset.sum_ite_eq', Finset.mem_univ, if_true, zero_add, hs]
    ring
  simp only [variance, hmean, hsq]
  rw [average_linear]
  simp only [average_linear, hpair]
  rw [zero_add, ← Finset.mul_sum, Fintype.sum_prod_type]
  congr 1
  refine Finset.sum_congr rfl fun j _ => Finset.sum_congr rfl fun k _ => ?_
  by_cases h : j = k
  · simp [coupling, h]
  · simp only [coupling, density, if_neg h]
    ring
```

**Q:** What does this tell me about pseudopotentials?

**A:** For a single real orbital on a finite grid, a density-only evaluation of a symmetric nonlocal potential can be right for all orbitals only if the matrix is diagonal, that is, local on that grid. In an orthonormal basis of extended functions, n_j is the weight of the j-th function and not the density in space.

The standard deviation is not an error bar for a smooth orbital, because most sign choices on a fine grid give orbitals that jump from point to point. Take a fixed smooth kernel v(r, r′) and a smooth orbital φ on a uniform grid with cell volume Ω, so that V_jk = v(r_j, r_k) Ω and a_j = φ(r_j) √Ω. As the grid is refined, D and the standard deviation both go to zero at least as fast as Ω. The energy of φ itself tends to the double integral of φ(r) v(r, r′) φ(r′), which need not vanish.

**Q:** But a ground-state density is special.

**A:** The theorem compares arbitrary real orbitals, so it does not address whether ground-state densities fix ground-state energies. Complex phases and sums over several occupied orbitals also lie beyond this model.

**Q:** How does the variance show that the density fixes every real orbital's energy exactly when V is diagonal?

**A:** If V is diagonal, the energy is D, a function of the density. Conversely, suppose the density determines the energy, and set every amplitude to 1. All sign choices then have equal energy, so the variance vanishes:

0 = 2 ∑_{j≠k} V_jk².

A sum of squares is zero only if each term is, so every off-diagonal element vanishes. In Lean, the two uses of `Finset.single_le_sum` bound one term by the whole sum. On N ≥ 1 sites the normalised amplitudes would be 1/√N; this divides the variance by N² and leaves the conclusion unchanged.

```lean
/-- For a real symmetric potential, the density determines the energy of every real orbital
exactly when the potential is diagonal. -/
theorem density_determines_energy_iff (V : Matrix ι ι ℝ) (hV : V.IsSymm) :
    (∀ a b, density a = density b → energy V a = energy V b) ↔ V.IsDiag := by
  constructor
  · intro h j k hjk
    obtain ⟨hd, -, hvar⟩ := energy_spread_at_fixed_density V hV (fun _ => 1)
    -- equal energies for all signs leave no variance
    have hE : ∀ s, energy V (signed s fun _ => 1) = energy V fun _ => 1 :=
      fun s => h _ _ (hd s)
    simp only [hE, variance, average_const, sub_self, density, one_pow, mul_one] at hvar
    have hnn : ∀ i l : ι, 0 ≤ (if i = l then 0 else V i l ^ 2 : ℝ) := by
      intro i l
      split_ifs <;> positivity
    have h1 := Finset.single_le_sum (fun l _ => hnn j l) (Finset.mem_univ k)
    have h2 := Finset.single_le_sum (s := Finset.univ)
      (f := fun i => ∑ l, (if i = l then 0 else V i l ^ 2 : ℝ))
      (fun i _ => Finset.sum_nonneg fun l _ => hnn i l) (Finset.mem_univ j)
    simp only [if_neg hjk] at h1 h2
    have h3 : V j k ^ 2 = 0 := le_antisymm (by linarith) (sq_nonneg _)
    exact (pow_eq_zero_iff two_ne_zero).mp h3
  · intro h a b hab
    have key : ∀ c, energy V c = ∑ j, V j j * density c j := by
      intro c
      refine Finset.sum_congr rfl fun j _ => ?_
      rw [Finset.sum_eq_single j]
      · simp only [density]
        ring
      · intro k _ hk
        have h0 : V j k = 0 := h hk.symm
        rw [h0]
        ring
      · simp
    rw [key, key, hab]

end

end NonlocalSignAverage
```

```lean
#print axioms NonlocalSignAverage.energy_spread_at_fixed_density
-- 'NonlocalSignAverage.energy_spread_at_fixed_density' depends on axioms: [propext, Classical.choice, Quot.sound]
#print axioms NonlocalSignAverage.density_determines_energy_iff
-- 'NonlocalSignAverage.density_determines_energy_iff' depends on axioms: [propext, Classical.choice, Quot.sound]
```
